# Thermal virial relation for independent fermions in finitely many power-law levels

## Levels, occupations and pressure

Independent fermions occupy finitely many levels in a system of length L > 0, in contact with a reservoir at inverse temperature b = 1/(k_B T) (often written β) and chemical potential μ. The levels depend on the length as

E_j(L) = ε_j / L^a,

with a real exponent a. The coefficient ε_j is therefore an energy times a length to the power a. For non-relativistic particles in a hard-wall box with zero potential inside, a = 2; for massless particles with energy proportional to momentum in a periodic box a = 1.

The Fermi occupation, the grand potential and the thermal energy are

f_j = 1 / (1 + exp(b(E_j − μ))),

Ω = −(1/b) Σ_j log(1 + exp(−b(E_j − μ))),

U = Σ_j f_j E_j.

In d dimensions the volume is V = L^d, and the pressure is P = −dΩ/dV at fixed b and μ. The problem is to find the pressure from the levels at a single length.

## The relation and its Lean form

The virial relation is

−L dΩ/dL = a U, and hence d·PV = a U.

For a = 2 and d = 1 this gives PL = 2U.

In Lean the levels are indexed by a finite type `ι`; degenerate states and spin states are separate indices. The functions `levels`, `fermi`, `grandPotential` and `energy` are E_j, f_j, Ω and U. The theorem `thermal_virial` states that Ω is differentiable in L and satisfies the first relation. `pressure_mul_volume` gives the second for every d ≥ 1, and `pressure_mul_length` the case PL = 2U. Since `pressure` is defined as a volume derivative, its link to U is derived. Lean's `deriv` returns zero where no derivative exists, so the differentiability statements ensure that a true derivative is meant.

The virial theorems assume b ≠ 0, which includes the physical case b > 0. The coefficients ε_j may have either sign. Interactions between the particles are absent. A real box has infinitely many levels, and the step from the finite sum to the full spectrum, which requires differentiating an infinite sum term by term, is left open.

## Derivation

Take one level of energy x. Its contribution to Ω has the derivative

d/dx [−(1/b) log(1 + exp(−b(x − μ)))]
= exp(−b(x − μ)) / (1 + exp(−b(x − μ)))
= 1 / (1 + exp(b(x − μ))),

which is the Fermi occupation. It lies strictly between 0 and 1 because the exponential is positive.

The level itself changes with length as

dE_j/dL = −a ε_j / L^(a+1) = −a E_j / L.

The chain rule and the sum over levels give

dΩ/dL = Σ_j f_j (−a E_j / L) = −a U / L.

Multiplication by −L is the virial relation. For the pressure, L = V^(1/d) gives dL/dV = L/(dV), where dV in the denominator is d times V. Therefore

P = −(dΩ/dL) · L/(d·V) = a U / (d·V).

## Stretching the system, and a converse

Stretch L to sL with s > 0, and replace b by b s^a and μ by μ/s^a. Each level becomes E_j/s^a, so

b s^a (E_j/s^a − μ/s^a) = b(E_j − μ).

Every occupation is unchanged, and the prefactor 1/b divides Ω by s^a. This is `stretch_scaling`.

Conversely, let a single level e(L) be differentiable for all L > 0 and obey the virial relation at every length, for one fixed b and μ:

−L f e′(L) = a f e(L).

The occupation f is nonzero and cancels, leaving L e′ = −a e. Then

d/dL [e(L) L^a] = L^(a−1) (L e′ + a e) = 0,

so e(L) L^a is constant and e(L) = e(1)/L^a. This is `power_law_of_virial`; it concerns one level, not a sum over several.

## Pressure from one set of levels

In a finite-temperature calculation for non-interacting electrons in a hard-wall box with zero potential inside, the pressure follows from the occupations and energies at one length, with no second calculation at a neighbouring length. The energies must be counted from that zero: a common shift of the levels and μ changes U but not the pressure. Take two levels with ε_1 = 1 and ε_2 = 4, and L = b = μ = 1, in consistent units. The occupations are

f_1 = 1/2, f_2 = 1/(1 + e³) ≈ 0.0474.

Hence U ≈ 0.5 + 0.1897 = 0.6897, and in one dimension P = 2U/L ≈ 1.379. The relation holds for this truncated set of levels as it stands.

## The Lean file

```lean
import Mathlib

namespace ThermalVirial

noncomputable section

variable {ι : Type*} [Fintype ι]

/-- Fermi occupation of a level of energy `x` at inverse temperature `b` and chemical
potential `mu`. -/
def fermi (b mu x : ℝ) : ℝ := 1 / (1 + Real.exp (b * (x - mu)))

/-- Grand potential of a single fermionic level of energy `x`, for inverse temperature `b ≠ 0`. -/
def modePotential (b mu x : ℝ) : ℝ := -(1 / b) * Real.log (1 + Real.exp (-b * (x - mu)))

/-- Grand potential of independent fermions in the levels `E j`, for `b ≠ 0`. -/
def grandPotential (b mu : ℝ) (E : ι → ℝ) : ℝ := ∑ j, modePotential b mu (E j)

/-- Thermal energy: the sum of the level energies weighted by their Fermi occupations. -/
def energy (b mu : ℝ) (E : ι → ℝ) : ℝ := ∑ j, fermi b mu (E j) * E j

/-- Levels of a system of length `L > 0` that scale as the inverse power `a` of the length. -/
def levels (a : ℝ) (ε : ι → ℝ) (L : ℝ) (j : ι) : ℝ := ε j / L ^ a

/-- Pressure in `d ≥ 1` dimensions at volume `V > 0`: minus the volume derivative of the grand
potential at fixed temperature and chemical potential, the length being `V ^ (1 / d)`. -/
def pressure (a : ℝ) (d : ℕ) (b mu : ℝ) (ε : ι → ℝ) (V : ℝ) : ℝ :=
  -deriv (fun v : ℝ => grandPotential b mu (levels a ε (v ^ (1 / (d : ℝ))))) V

/-- Every Fermi occupation lies strictly between zero and one. -/
theorem fermi_mem_Ioo (b mu x : ℝ) : fermi b mu x ∈ Set.Ioo (0 : ℝ) 1 := by
  have h := Real.exp_pos (b * (x - mu))
  refine ⟨by unfold fermi; positivity, ?_⟩
  rw [fermi, div_lt_one (by linarith)]
  linarith

/-- For `b ≠ 0`, the derivative of the single-level grand potential with respect to the level
energy is the Fermi occupation. -/
theorem hasDerivAt_modePotential {b : ℝ} (hb : b ≠ 0) (mu x : ℝ) :
    HasDerivAt (modePotential b mu) (fermi b mu x) x := by
  have h1 : HasDerivAt (fun y : ℝ => -b * (y - mu)) (-b) x :=
    (((hasDerivAt_id' x).sub_const mu).const_mul (-b)).congr_deriv (by ring)
  have hu := Real.exp_pos (-b * (x - mu))
  have hv := Real.exp_pos (b * (x - mu))
  have huv : Real.exp (-b * (x - mu)) * Real.exp (b * (x - mu)) = 1 := by
    rw [← Real.exp_add, ← Real.exp_zero]
    congr 1
    ring
  have h2 := ((h1.exp.const_add 1).log (by positivity)).const_mul (-(1 / b))
  refine h2.congr_deriv ?_
  unfold fermi
  generalize Real.exp (-b * (x - mu)) = u at *
  generalize Real.exp (b * (x - mu)) = v at *
  -- the inverse temperature cancels, leaving two forms of the occupation
  have h3 : -(1 / b) * (u * -b / (1 + u)) = (1 / b * b) * (u / (1 + u)) := by ring
  rw [h3, one_div_mul_cancel hb, one_mul, div_eq_div_iff (by positivity) (by positivity)]
  linear_combination huv

omit [Fintype ι] in
/-- At length `L > 0`, the length derivative of a scaled level is `-a` times the level divided
by the length. -/
theorem hasDerivAt_levels (a : ℝ) (ε : ι → ℝ) {L : ℝ} (hL : 0 < L) (j : ι) :
    HasDerivAt (fun l => levels a ε l j) (-a * levels a ε L j / L) L := by
  have hp : L ^ a ≠ 0 := (Real.rpow_pos_of_pos hL a).ne'
  have h := (hasDerivAt_const L (ε j)).fun_div
    (Real.hasDerivAt_rpow_const (p := a) (Or.inl hL.ne')) hp
  refine h.congr_deriv ?_
  rw [Real.rpow_sub_one hL.ne']
  unfold levels
  generalize L ^ a = p at *
  have h3 : (0 * p - ε j * (a * (p / L))) / p ^ 2 = (-a * (ε j / p) / L) * (p / p) := by ring
  rw [h3, div_self hp, mul_one]

/-- Length derivative of the grand potential of scaled levels, at `b ≠ 0` and `L > 0`: it equals
`-a` times the thermal energy divided by the length. -/
theorem hasDerivAt_grandPotential (a : ℝ) {b : ℝ} (hb : b ≠ 0) (mu : ℝ) (ε : ι → ℝ)
    {L : ℝ} (hL : 0 < L) :
    HasDerivAt (fun l => grandPotential b mu (levels a ε l))
      (-a * energy b mu (levels a ε L) / L) L := by
  -- chain rule, level by level
  have h : ∀ j ∈ (Finset.univ : Finset ι),
      HasDerivAt (fun l => modePotential b mu (levels a ε l j))
        (fermi b mu (levels a ε L j) * (-a * levels a ε L j / L)) L := by
    intro j _
    have hj := (hasDerivAt_modePotential hb mu (levels a ε L j)).comp L
      (hasDerivAt_levels a ε hL j)
    exact hj
  refine (HasDerivAt.fun_sum h).congr_deriv ?_
  rw [energy, Finset.mul_sum, Finset.sum_div]
  exact Finset.sum_congr rfl fun j _ => by ring

/-- Thermal virial theorem: for levels scaling as `1 / L ^ a`, at `b ≠ 0` and `L > 0`, the grand
potential is differentiable in the length and `-L dΩ/dL` is `a` times the thermal energy. -/
theorem thermal_virial (a : ℝ) {b : ℝ} (hb : b ≠ 0) (mu : ℝ) (ε : ι → ℝ)
    {L : ℝ} (hL : 0 < L) :
    DifferentiableAt ℝ (fun l => grandPotential b mu (levels a ε l)) L ∧
      -L * deriv (fun l => grandPotential b mu (levels a ε l)) L
        = a * ∑ j, fermi b mu (levels a ε L j) * levels a ε L j := by
  have h := hasDerivAt_grandPotential a hb mu ε hL
  refine ⟨h.differentiableAt, ?_⟩
  rw [h.deriv, energy]
  have hL' := hL.ne'
  field_simp

/-- In `d ≥ 1` dimensions, at `b ≠ 0` and `V > 0`, the grand potential is differentiable in the
volume, and `d` times pressure times volume is `a` times the thermal energy. -/
theorem pressure_mul_volume (a : ℝ) {d : ℕ} (hd : d ≠ 0) {b : ℝ} (hb : b ≠ 0) (mu : ℝ)
    (ε : ι → ℝ) {V : ℝ} (hV : 0 < V) :
    DifferentiableAt ℝ
        (fun v : ℝ => grandPotential b mu (levels a ε (v ^ (1 / (d : ℝ))))) V ∧
      d * (pressure a d b mu ε V * V)
        = a * energy b mu (levels a ε (V ^ (1 / (d : ℝ)))) := by
  have hl : 0 < V ^ (1 / (d : ℝ)) := Real.rpow_pos_of_pos hV _
  have hd' : (d : ℝ) ≠ 0 := Nat.cast_ne_zero.mpr hd
  have hV' := hV.ne'
  have hc : HasDerivAt (fun v : ℝ => grandPotential b mu (levels a ε (v ^ (1 / (d : ℝ)))))
      (-a * energy b mu (levels a ε (V ^ (1 / (d : ℝ)))) / V ^ (1 / (d : ℝ))
        * (1 / (d : ℝ) * V ^ (1 / (d : ℝ) - 1))) V := by
    have h := (hasDerivAt_grandPotential a hb mu ε hl).comp V
      (Real.hasDerivAt_rpow_const (p := 1 / (d : ℝ)) (Or.inl hV'))
    exact h
  refine ⟨hc.differentiableAt, ?_⟩
  have key : ∀ U l : ℝ, l ≠ 0 →
      (d : ℝ) * (-(-a * U / l * (1 / (d : ℝ) * (l / V))) * V) = a * U := by
    intro U l hl0
    field_simp
  rw [pressure, hc.deriv, Real.rpow_sub_one hV']
  exact key _ _ hl.ne'

/-- In one dimension with levels scaling as `1 / L ^ 2`, at `b ≠ 0` and `L > 0`, pressure times
length is twice the thermal energy. -/
theorem pressure_mul_length {b : ℝ} (hb : b ≠ 0) (mu : ℝ) (ε : ι → ℝ) {L : ℝ} (hL : 0 < L) :
    pressure 2 1 b mu ε L * L = 2 * energy b mu (levels 2 ε L) := by
  have h := (pressure_mul_volume 2 one_ne_zero hb mu ε hL).2
  simpa using h

/-- Stretching the length `L > 0` by `s > 0` while temperature and chemical potential are divided
by `s ^ a` keeps every occupation and divides the grand potential by `s ^ a`. -/
theorem stretch_scaling (a b mu : ℝ) (ε : ι → ℝ) {s L : ℝ} (hs : 0 < s) (hL : 0 < L) :
    (∀ j, fermi (b * s ^ a) (mu / s ^ a) (levels a ε (s * L) j)
        = fermi b mu (levels a ε L j)) ∧
      grandPotential (b * s ^ a) (mu / s ^ a) (levels a ε (s * L))
        = grandPotential b mu (levels a ε L) / s ^ a := by
  have hp : s ^ a ≠ 0 := (Real.rpow_pos_of_pos hs a).ne'
  have hlev : ∀ j, levels a ε (s * L) j = levels a ε L j / s ^ a := by
    intro j
    simp only [levels]
    rw [Real.mul_rpow hs.le hL.le, div_div, mul_comm]
  -- the Boltzmann exponent is invariant
  have harg : ∀ x : ℝ, b * s ^ a * (x / s ^ a - mu / s ^ a) = b * (x - mu) := by
    intro x
    field_simp
  refine ⟨fun j => by simp only [fermi, hlev, harg], ?_⟩
  simp only [grandPotential, modePotential, hlev, neg_mul, harg, Finset.sum_div]
  exact Finset.sum_congr rfl fun j _ => by ring

/-- Converse for one level: if a level `e`, differentiable at all positive lengths, obeys the
virial relation at every `L > 0` for one fixed `b ≠ 0` and `mu`, then `e L = e 1 / L ^ a`. -/
theorem power_law_of_virial (a : ℝ) {b : ℝ} (hb : b ≠ 0) (mu : ℝ) (e : ℝ → ℝ)
    (he : ∀ L, 0 < L → DifferentiableAt ℝ e L)
    (hvir : ∀ L, 0 < L →
      -L * deriv (fun l => modePotential b mu (e l)) L = a * (fermi b mu (e L) * e L))
    {L : ℝ} (hL : 0 < L) : e L = e 1 / L ^ a := by
  -- the occupation cancels from the virial relation
  have key : ∀ l, 0 < l → deriv e l * l = -a * e l := by
    intro l hl
    have hc : HasDerivAt (fun l => modePotential b mu (e l))
        (fermi b mu (e l) * deriv e l) l :=
      (hasDerivAt_modePotential hb mu (e l)).comp l (he l hl).hasDerivAt
    have hv := hvir l hl
    rw [hc.deriv] at hv
    apply mul_left_cancel₀ (fermi_mem_Ioo b mu (e l)).1.ne'
    linear_combination -hv
  -- hence the level times the power of the length is constant
  have hg : ∀ l, 0 < l → HasDerivAt (fun x : ℝ => e x * x ^ a) 0 l := by
    intro l hl
    have hl' := hl.ne'
    refine ((he l hl).hasDerivAt.fun_mul
      (Real.hasDerivAt_rpow_const (p := a) (Or.inl hl'))).congr_deriv ?_
    rw [Real.rpow_sub_one hl']
    have h1 : deriv e l * l ^ a = deriv e l * l * (l ^ a / l) := by
      rw [mul_assoc, mul_div_cancel₀ _ hl']
    linear_combination h1 + (l ^ a / l) * key l hl
  have hconst : e L * L ^ a = e 1 * (1 : ℝ) ^ a :=
    isOpen_Ioi.is_const_of_deriv_eq_zero (s := Set.Ioi (0 : ℝ))
      (f := fun x : ℝ => e x * x ^ a) isPreconnected_Ioi
      (fun l hl => (hg l hl).differentiableAt.differentiableWithinAt)
      (fun l hl => (hg l hl).deriv) (Set.mem_Ioi.2 hL) (Set.mem_Ioi.2 one_pos)
  rw [Real.one_rpow, mul_one] at hconst
  rw [eq_div_iff (Real.rpow_pos_of_pos hL a).ne', hconst]

end

end ThermalVirial
```

```lean
#print axioms ThermalVirial.thermal_virial
-- 'ThermalVirial.thermal_virial' depends on axioms: [propext, Classical.choice, Quot.sound]
#print axioms ThermalVirial.pressure_mul_length
-- 'ThermalVirial.pressure_mul_length' depends on axioms: [propext, Classical.choice, Quot.sound]
#print axioms ThermalVirial.stretch_scaling
-- 'ThermalVirial.stretch_scaling' depends on axioms: [propext, Classical.choice, Quot.sound]
#print axioms ThermalVirial.power_law_of_virial
-- 'ThermalVirial.power_law_of_virial' depends on axioms: [propext, Classical.choice, Quot.sound]
```

## From the derivative of one level to the theorems

`hasDerivAt_modePotential` differentiates the logarithm. With u = exp(−b(x − μ)) and v = exp(b(x − μ)), it remains to show u/(1 + u) = 1/(1 + v). Cross-multiplication reduces this to uv = 1, which is `huv`.

`hasDerivAt_levels` applies the quotient rule to ε_j/L^a; positivity of L keeps the denominator nonzero. `hasDerivAt_grandPotential` composes the two derivatives for each level, adds them with `HasDerivAt.fun_sum`, and takes the common factor −a/L out of the sum. `thermal_virial` then only multiplies by −L.

In `pressure_mul_volume` the length derivative is composed with V^(1/d). The auxiliary identity `key` cancels the length, the volume and the dimension, as in the derivation of P. Setting a = 2 and d = 1 gives `pressure_mul_length`.

For `stretch_scaling`, `hlev` states how the levels scale and `harg` that the exponent b(E_j − μ) is invariant.

In `power_law_of_virial`, `key` cancels the occupation, using its positivity from `fermi_mem_Ioo`. Next, `hg` shows that e(L) L^a has zero derivative. Because the positive half-line is open and connected, the function is constant there, and `hconst` compares its values at L and at 1.
